# A six-membered ring has at least two distinct Kekulé structures

A Kekulé structure of a ring of six atoms is a choice of double bonds among neighbouring atoms such that every atom belongs to exactly one of them. In mathematical terms it is a perfect matching of the cycle graph on six vertices, and `hexagon_two_kekule` states that two different ones exist. The model is the bond graph alone, with no energies or wavefunctions. The attempt gives each structure by a list that sends every atom to its partner, with double bonds 0–1, 2–3, 4–5 in the first and 0–5, 1–2, 3–4 in the second. It then checks that both are perfect matchings and tells them apart by the bond between atoms 0 and 1.

Lean 4 with Mathlib refuses this proof:

```lean
import Mathlib

open SimpleGraph

namespace AcyclicKekule

variable {V : Type*} {G : SimpleGraph V}

/-- The set of double bonds that joins every atom `v` to its partner `f v`. -/
def ofPartner (G : SimpleGraph V) (f : V → V) (hadj : ∀ v, G.Adj v (f v))
    (hinv : ∀ v, f (f v) = v) : G.Subgraph where
  verts := Set.univ
  Adj v w := f v = w
  adj_sub := by
    intro v w h
    exact h ▸ hadj v
  edge_vert := fun _ => Set.mem_univ _
  symm := ⟨fun v w h => by
    have h' : f v = w := h
    show f w = v
    rw [← h', hinv]⟩

/-- The six-membered ring has two distinct Kekulé structures. -/
theorem hexagon_two_kekule :
    ∃ M N : (cycleGraph 6).Subgraph, M.IsPerfectMatching ∧ N.IsPerfectMatching ∧ M ≠ N := by
  refine ⟨ofPartner _ ![1, 0, 3, 2, 5, 4] (by decide) (by decide),
    ofPartner _ ![5, 2, 1, 4, 3, 0] (by decide) (by decide),
    Subgraph.isPerfectMatching_iff.2 fun v => ⟨_, rfl, fun _ h => h.symm⟩,
    Subgraph.isPerfectMatching_iff.2 fun v => ⟨_, rfl, fun _ h => h.symm⟩, ?_⟩
  intro h
  -- atom 0 is paired with atom 1 in the first structure and with atom 5 in the second
  have h01 := congrArg (fun K : (cycleGraph 6).Subgraph => K.Adj 0 1) h
  have h5 : (![5, 2, 1, 4, 3, 0] : Fin 6 → Fin 6) 0 = 1 := h01.mp rfl
  exact absurd h5 (by decide)

end AcyclicKekule
```

Lean reports:

```
Main.lean:28:66: error: Type mismatch
  Subgraph.Adj.symm h
has type
  (ofPartner (cycleGraph 6) ![1, 0, 3, 2, 5, 4] ?m.44 ?m.45).Adj x✝ v
but is expected to have type
  x✝ = ![1, 0, 3, 2, 5, 4] v
Main.lean:29:66: error: Type mismatch
  Subgraph.Adj.symm h
has type
  (ofPartner (cycleGraph 6) ![5, 2, 1, 4, 3, 0] ?m.75 ?m.76).Adj x✝ v
but is expected to have type
  x✝ = ![5, 2, 1, 4, 3, 0] v
```

Lean accepts the file once it reads:

```diff
@@ -26,6 +26,6 @@
   refine ⟨ofPartner _ ![1, 0, 3, 2, 5, 4] (by decide) (by decide),
     ofPartner _ ![5, 2, 1, 4, 3, 0] (by decide) (by decide),
-    Subgraph.isPerfectMatching_iff.2 fun v => ⟨_, rfl, fun _ h => h.symm⟩,
-    Subgraph.isPerfectMatching_iff.2 fun v => ⟨_, rfl, fun _ h => h.symm⟩, ?_⟩
+    Subgraph.isPerfectMatching_iff.2 fun v => ⟨_, rfl, fun _ h => Eq.symm h⟩,
+    Subgraph.isPerfectMatching_iff.2 fun v => ⟨_, rfl, fun _ h => Eq.symm h⟩, ?_⟩
   intro h
   -- atom 0 is paired with atom 1 in the first structure and with atom 5 in the second
```

Cause. Both messages report the same fault, once for each structure. To show that an atom's partner is unique, the proof takes a hypothesis `h` that `v` is joined to some atom `x`, and must conclude that `x` equals the partner of `v`. By the definition of `ofPartner`, `h` unfolds to the equation `f v = x`, so reversing it would suffice. But the type of `h` is displayed as a subgraph adjacency, and Lean resolves the dot in `h.symm` from that form. It therefore picks `Subgraph.Adj.symm`, which swaps the two atoms and yields that `x` is joined to `v`. This unfolds to `f x = v`, which is not the required `x = f v`.

The repair writes `Eq.symm h` in both places. This names the symmetry of equality outright, so Lean needs `h` to be a proof of `f v = x`, and accepts it by unfolding the definition.
